# Two-component squared moduli give the Dirac site densities of every state exactly when a normalised decoupling is site-diagonal

After a two-component relativistic calculation, electron densities and site populations are evaluated from the orbitals. At that step one must decide whether to square the two-component amplitudes directly or to transform the density operator as well. The problems below settle this for one electron on finitely many sites.

Let $f$ be the wave function of the two-component calculation, with one complex amplitude $f_i$ per site $i$; spin is taken up below. A matrix $R$ takes the large component to the small one, and a matrix $A$ renormalises, so that $f$ stands for the Dirac pair $(Af, RAf)$. Many texts on exact two-component methods call the decoupling matrix $X$ and keep $R$ for the renormalisation; here $R$ is the decoupling matrix.

An operator $Q$ that acts alike on both components has the picture change
$$Q' = A^\dagger(Q + R^\dagger Q R)A .$$

In Lean the sites form a finite type `n`, operators are complex matrices, and `ᴴ` is the adjoint.

```lean
import Mathlib

open Matrix ComplexConjugate

namespace PictureChangeDensity

noncomputable section

variable {n : Type*} [Fintype n] [DecidableEq n]

/-- The picture change `A†(Q + R†QR)A` of an operator `Q` that acts alike on the large and the
small component. -/
def pictureChange (R A Q : Matrix n n ℂ) : Matrix n n ℂ :=
  Aᴴ * (Q + Rᴴ * Q * R) * A
```

The decoupling is normalised if $1' = 1$: the operator that counts the electron is the same in both pictures.

```lean
/-- The decoupling `(R, A)` is normalised: the picture change of the unit operator is the unit
operator. -/
def IsNormalized (R A : Matrix n n ℂ) : Prop :=
  pictureChange R A 1 = 1
```

The Dirac density at site $i$ is $\rho_i = |(Af)_i|^2 + |(RAf)_i|^2$, and $P_i$ is the projector onto site $i$.

```lean
/-- The density at site `i` of the Dirac pair `(Af, RAf)`: the squared modulus of the large
component plus that of the small component. -/
def diracDensity (R A : Matrix n n ℂ) (f : n → ℂ) (i : n) : ℝ :=
  Complex.normSq ((A *ᵥ f) i) + Complex.normSq ((R *ᵥ (A *ᵥ f)) i)

/-- The projector onto site `i`. -/
def siteProjector (i : n) : Matrix n n ℂ :=
  Matrix.diagonal (Pi.single i 1)
```

The sites are orthonormal and shared by both components. To include spin, let $i$ label a site together with a spin. The densities are then spin-resolved, and "diagonal" in (d) means diagonal in spin as well; a density summed over spin can equal the summed squared moduli without that. $R$ is an arbitrary matrix, not derived from a Dirac Hamiltonian. In calculations with a kinetically balanced basis the small component has basis functions of its own, so $Q$ has a different matrix there and the formula for $Q'$ changes accordingly.

## (a) Expectation values in the Dirac pair

Show that for all $R$, $A$, $Q$ and $f$
$$f^\dagger Q' f = (Af)^\dagger Q (Af) + (RAf)^\dagger Q (RAf).$$

**Solution.** Expanding gives $Q' = A^\dagger Q A + (RA)^\dagger Q (RA)$. For any matrix $M$, $f^\dagger M^\dagger Q M f = (Mf)^\dagger Q (Mf)$. Take $M = A$ and $M = RA$, and add.

In Lean, `star f ⬝ᵥ` is the bra $f^\dagger$, `key` is the identity for $M$, and `noncomm_ring` does the expansion.

```lean
/-- The expectation value of the picture-changed operator in `f` is the sum of the expectation
values of `Q` in the large component `Af` and the small component `RAf`. -/
theorem expectation_pictureChange (R A Q : Matrix n n ℂ) (f : n → ℂ) :
    star f ⬝ᵥ (pictureChange R A Q *ᵥ f) =
      star (A *ᵥ f) ⬝ᵥ (Q *ᵥ (A *ᵥ f)) +
        star (R *ᵥ (A *ᵥ f)) ⬝ᵥ (Q *ᵥ (R *ᵥ (A *ᵥ f))) := by
  -- moving a matrix from the bra to the ket
  have key : ∀ M : Matrix n n ℂ, star f ⬝ᵥ ((Mᴴ * (Q * M)) *ᵥ f) =
      star (M *ᵥ f) ⬝ᵥ (Q *ᵥ (M *ᵥ f)) := by
    intro M
    rw [Matrix.star_mulVec, ← Matrix.dotProduct_mulVec]
    simp only [Matrix.mulVec_mulVec]
  have h : pictureChange R A Q = Aᴴ * (Q * A) + (R * A)ᴴ * (Q * (R * A)) := by
    rw [Matrix.conjTranspose_mul, pictureChange]
    noncomm_ring
  have hRA : (R * A) *ᵥ f = R *ᵥ (A *ᵥ f) := (Matrix.mulVec_mulVec _ _ _).symm
  rw [h, Matrix.add_mulVec, dotProduct_add, key, key, hRA]
```

## (b) The total density

For a normalised decoupling, show that
$$\sum_i \rho_i = \sum_i |f_i|^2 .$$

**Solution.** Put $Q = 1$ in (a). Since $1' = 1$, the left side is $f^\dagger f = \sum_i |f_i|^2$. The right side is $\sum_i |(Af)_i|^2 + \sum_i |(RAf)_i|^2 = \sum_i \rho_i$.

The function $f$ itself need not have norm one. The Lean proof obtains the equation between complex numbers and then casts it to the reals.

```lean
/-- For a normalised decoupling the Dirac density summed over all sites equals the sum of the
two-component squared moduli. -/
theorem sum_diracDensity {R A : Matrix n n ℂ} (hN : IsNormalized R A) (f : n → ℂ) :
    ∑ i, diracDensity R A f i = ∑ i, Complex.normSq (f i) := by
  have key : ∀ v : n → ℂ, star v ⬝ᵥ v = ((∑ i, Complex.normSq (v i) : ℝ) : ℂ) := by
    intro v
    simp [dotProduct, Complex.normSq_eq_conj_mul_self]
  have hN' : pictureChange R A 1 = 1 := hN
  have h := expectation_pictureChange R A 1 f
  rw [hN'] at h
  simp only [Matrix.one_mulVec, key] at h
  simp only [diracDensity, Finset.sum_add_distrib]
  exact_mod_cast h.symm
```

## (c) The operator that measures the density

Show, without assuming normalisation, that
$$f^\dagger P_i' f = \rho_i .$$

**Solution.** For any vector $v$, $v^\dagger P_i v = |v_i|^2$. Put $Q = P_i$ in (a) and apply this to $v = Af$ and $v = RAf$.

The population of a site is therefore the expectation value of the picture-changed projector. In the code, `key` is the statement about $v$.

```lean
/-- The expectation value of the picture-changed site projector in `f` is the Dirac density at
that site. -/
theorem expectation_siteProjector (R A : Matrix n n ℂ) (f : n → ℂ) (i : n) :
    star f ⬝ᵥ (pictureChange R A (siteProjector i) *ᵥ f) = (diracDensity R A f i : ℂ) := by
  have key : ∀ v : n → ℂ,
      star v ⬝ᵥ (siteProjector i *ᵥ v) = (Complex.normSq (v i) : ℂ) := by
    intro v
    simp [siteProjector, dotProduct, Matrix.mulVec_diagonal, Pi.single_apply,
      Complex.normSq_eq_conj_mul_self]
  rw [expectation_pictureChange, key, key, diracDensity, Complex.ofReal_add]
```

## (d) When the squared moduli suffice

For a normalised decoupling, show that
$$\rho_i = |f_i|^2 \ \text{ for all } f \text{ and } i \quad\Longleftrightarrow\quad A \text{ and } R \text{ are diagonal}.$$

**Solution.** Assume the left side and let $f$ be localised at site $j$, with amplitude one. Then $(Af)_i = A_{ij}$ and $(RAf)_i = (RA)_{ij}$, so
$$|A_{ij}|^2 + |(RA)_{ij}|^2 = \delta_{ij}.$$
For $i \neq j$ both terms vanish. Hence $A$ is diagonal, with entries $a_j$, and $R_{ij}a_j = (RA)_{ij} = 0$. If $a_j$ were zero, the equation for $i = j$ would read $0 = 1$. So $a_j \neq 0$ and $R_{ij} = 0$.

Conversely, let $A$ and $R$ have diagonal entries $a_i$ and $r_i$. The $i$-th diagonal entry of the normalisation is $|a_i|^2(1 + |r_i|^2) = 1$, so
$$\rho_i = |a_i|^2(1 + |r_i|^2)|f_i|^2 = |f_i|^2 .$$

In Lean, `hoff` and `hon` are the cases $i \neq j$ and $i = j$, `ha` is $a_j \neq 0$, and `hi` is the normalisation at site $i$.

Only the converse uses normalisation, and without it the converse fails: on one site, $R = 0$ and $A = 2$ are diagonal, but $\rho = 4|f|^2$.

```lean
/-- For a normalised decoupling, the two-component squared moduli are the Dirac densities for
every `f` and at every site if and only if `A` and `R` are both diagonal in the sites. -/
theorem diracDensity_eq_normSq_iff {R A : Matrix n n ℂ} (hN : IsNormalized R A) :
    (∀ f i, diracDensity R A f i = Complex.normSq (f i)) ↔ A.IsDiag ∧ R.IsDiag := by
  constructor
  · intro h
    -- test the densities on functions localised at one site
    have hoff : ∀ i j, i ≠ j →
        Complex.normSq (A i j) + Complex.normSq ((R * A) i j) = 0 := by
      intro i j hij
      have := h (Pi.single j 1) i
      rw [diracDensity, Matrix.mulVec_mulVec, Matrix.mulVec_single_one,
        Matrix.mulVec_single_one, Pi.single_eq_of_ne hij, Complex.normSq_zero] at this
      exact this
    have hon : ∀ j, Complex.normSq (A j j) + Complex.normSq ((R * A) j j) = 1 := by
      intro j
      have := h (Pi.single j 1) j
      rw [diracDensity, Matrix.mulVec_mulVec, Matrix.mulVec_single_one,
        Matrix.mulVec_single_one, Pi.single_eq_same, Complex.normSq_one] at this
      exact this
    have hA : A.IsDiag := by
      intro i j hij
      exact Complex.normSq_eq_zero.mp (by
        linarith [hoff i j hij, Complex.normSq_nonneg (A i j),
          Complex.normSq_nonneg ((R * A) i j)])
    refine ⟨hA, ?_⟩
    obtain ⟨a, rfl⟩ : ∃ a, A = Matrix.diagonal a := ⟨A.diag, hA.diagonal_diag.symm⟩
    intro i j hij
    have hz : (R * Matrix.diagonal a) i j = 0 := Complex.normSq_eq_zero.mp (by
      linarith [hoff i j hij, Complex.normSq_nonneg (Matrix.diagonal a i j),
        Complex.normSq_nonneg ((R * Matrix.diagonal a) i j)])
    have ha : a j ≠ 0 := by
      intro ha
      have := hon j
      rw [Matrix.mul_diagonal, Matrix.diagonal_apply_eq, ha] at this
      simp at this
    rw [Matrix.mul_diagonal] at hz
    exact (mul_eq_zero.mp hz).resolve_right ha
  · rintro ⟨hA, hR⟩ f i
    obtain ⟨a, rfl⟩ : ∃ a, A = Matrix.diagonal a := ⟨A.diag, hA.diagonal_diag.symm⟩
    obtain ⟨r, rfl⟩ : ∃ r, R = Matrix.diagonal r := ⟨R.diag, hR.diagonal_diag.symm⟩
    -- the normalisation, read at site `i`
    have hi : conj (a i) * (1 + conj (r i) * r i) * a i = 1 := by
      have := congr_fun (congr_fun hN i) i
      simpa [pictureChange, Matrix.diagonal_conjTranspose, Matrix.mul_diagonal,
        Matrix.diagonal_mul] using this
    apply Complex.ofReal_injective
    simp only [diracDensity, Matrix.mulVec_diagonal, Complex.normSq_mul,
      Complex.ofReal_add, Complex.ofReal_mul]
    simp only [Complex.normSq_eq_conj_mul_self]
    linear_combination conj (f i) * f i * hi
```

## A two-site example

For real $r$, let
$$R = \begin{pmatrix} 0 & r \\ r & 0 \end{pmatrix}, \qquad s = (1 + r^2)^{-1/2}, \qquad A = s\,1 .$$
The small component at one site comes from the large component at the other. The sites are numbered 0 and 1, as in Lean, where $s$ is `scale r`.

```lean
/-- The two-site coupling `R = [[0, r], [r, 0]]`. -/
def twoSiteR (r : ℝ) : Matrix (Fin 2) (Fin 2) ℂ :=
  !![0, (r : ℂ); (r : ℂ), 0]

/-- The factor `(1 + r²)^(-1/2)`. -/
def scale (r : ℝ) : ℝ := (√(1 + r ^ 2))⁻¹

/-- The two-site renormalisation `A`, which is `(1 + r²)^(-1/2)` times the unit matrix. -/
def twoSiteA (r : ℝ) : Matrix (Fin 2) (Fin 2) ℂ :=
  Matrix.diagonal fun _ => (scale r : ℂ)
```

## (e) The scale factor

Show that
$$s^2(1 + r^2) = 1 .$$

**Solution.** Since $1 + r^2 > 0$, its square root squares back to it, so $s^2 = 1/(1 + r^2)$.

```lean
/-- The square of the factor `(1 + r²)^(-1/2)` times `1 + r²` is one. -/
theorem scale_sq (r : ℝ) : scale r ^ 2 * (1 + r ^ 2) = 1 := by
  rw [scale, inv_pow, Real.sq_sqrt (by positivity)]
  exact inv_mul_cancel₀ (by positivity)
```

## (f) Normalisation on two sites

Show that this decoupling is normalised:
$$A^\dagger(1 + R^\dagger R)A = 1 .$$

**Solution.** $R$ is real and symmetric, and $R^2 = r^2\,1$. The left side is therefore $s^2(1 + r^2)\,1$, which is $1$ by (e). Lean checks the four matrix entries separately.

```lean
/-- The two-site pair `R`, `A` is a normalised decoupling for every real `r`. -/
theorem isNormalized_witness (r : ℝ) : IsNormalized (twoSiteR r) (twoSiteA r) := by
  have hc : (scale r : ℂ) ^ 2 * (1 + (r : ℂ) ^ 2) = 1 := by exact_mod_cast scale_sq r
  unfold IsNormalized
  ext i j
  fin_cases i <;> fin_cases j <;>
    simp [pictureChange, twoSiteR, twoSiteA, Matrix.mul_apply, Fin.sum_univ_succ] <;>
    linear_combination hc
```

## (g) Densities for every state

Show that
$$\rho_0 = \frac{|f_0|^2 + r^2|f_1|^2}{1 + r^2}, \qquad \rho_1 = \frac{|f_1|^2 + r^2|f_0|^2}{1 + r^2}.$$

**Solution.** The components are $Af = (sf_0, sf_1)$ and $RAf = (rsf_1, rsf_0)$. Hence $\rho_0 = s^2(|f_0|^2 + r^2|f_1|^2)$, and $\rho_1$ follows by exchanging the sites. Insert $s^2$ from (e).

For $f = (1,1)$ both densities are 1, equal to the squared moduli, although $R$ is not diagonal when $r \neq 0$. Agreement for a single $f$ is thus too weak a hypothesis for the forward direction of (d).

```lean
/-- On two sites the Dirac density at each site is the squared modulus of `f` there plus `r²`
times that at the other site, divided by `1 + r²`. -/
theorem twoSite_density (r : ℝ) (f : Fin 2 → ℂ) :
    diracDensity (twoSiteR r) (twoSiteA r) f 0 =
        (Complex.normSq (f 0) + r ^ 2 * Complex.normSq (f 1)) / (1 + r ^ 2) ∧
      diracDensity (twoSiteR r) (twoSiteA r) f 1 =
        (Complex.normSq (f 1) + r ^ 2 * Complex.normSq (f 0)) / (1 + r ^ 2) := by
  have hA : ∀ i, (twoSiteA r *ᵥ f) i = (scale r : ℂ) * f i := by
    intro i
    simp [twoSiteA, Matrix.mulVec_diagonal]
  have hR0 : ∀ g : Fin 2 → ℂ, (twoSiteR r *ᵥ g) 0 = (r : ℂ) * g 1 := by
    intro g
    simp [twoSiteR, Matrix.mulVec, dotProduct, Fin.sum_univ_two]
  have hR1 : ∀ g : Fin 2 → ℂ, (twoSiteR r *ᵥ g) 1 = (r : ℂ) * g 0 := by
    intro g
    simp [twoSiteR, Matrix.mulVec, dotProduct, Fin.sum_univ_two]
  have hc := scale_sq r
  constructor
  · rw [eq_div_iff (by positivity)]
    simp only [diracDensity, hR0, hA, Complex.normSq_mul, Complex.normSq_ofReal]
    linear_combination (Complex.normSq (f 0) + r ^ 2 * Complex.normSq (f 1)) * hc
  · rw [eq_div_iff (by positivity)]
    simp only [diracDensity, hR1, hA, Complex.normSq_mul, Complex.normSq_ofReal]
    linear_combination (Complex.normSq (f 1) + r ^ 2 * Complex.normSq (f 0)) * hc
```

## (h) A state on one site

For $f = (1,0)$, show that
$$\rho_0 = \frac{1}{1 + r^2}, \qquad \rho_1 = \frac{r^2}{1 + r^2}, \qquad \rho_0 + \rho_1 = 1,$$
and that $(\rho_0, \rho_1) = (1, 0)$ if and only if $r = 0$.

**Solution.** Put $f_0 = 1$ and $f_1 = 0$ in (g). The sum is one by (b) and (f). If the densities are $(1,0)$, then $r^2/(1 + r^2) = 0$, so $r = 0$. If $r = 0$, the formulas give $(1,0)$.

For $r \neq 0$, the squared moduli place the electron wholly on site 0, while the Dirac pair has weight on both sites.

```lean
/-- For `f = (1, 0)` the Dirac densities are `1/(1 + r²)` and `r²/(1 + r²)`, with sum one, and
they equal the squared moduli of `f` at both sites only if `r = 0`, and then they do. -/
theorem twoSite_localized (r : ℝ) :
    diracDensity (twoSiteR r) (twoSiteA r) ![1, 0] 0 = 1 / (1 + r ^ 2) ∧
      diracDensity (twoSiteR r) (twoSiteA r) ![1, 0] 1 = r ^ 2 / (1 + r ^ 2) ∧
      ∑ i, diracDensity (twoSiteR r) (twoSiteA r) ![1, 0] i = 1 ∧
      ((∀ i, diracDensity (twoSiteR r) (twoSiteA r) ![1, 0] i =
        Complex.normSq ((![1, 0] : Fin 2 → ℂ) i)) ↔ r = 0) := by
  obtain ⟨h0, h1⟩ := twoSite_density r ![1, 0]
  have h0' : diracDensity (twoSiteR r) (twoSiteA r) ![1, 0] 0 = 1 / (1 + r ^ 2) := by
    rw [h0]; simp
  have h1' : diracDensity (twoSiteR r) (twoSiteA r) ![1, 0] 1 = r ^ 2 / (1 + r ^ 2) := by
    rw [h1]; simp
  have hpos : (1 + r ^ 2) ≠ 0 := by positivity
  refine ⟨h0', h1', ?_, ?_, ?_⟩
  · rw [sum_diracDensity (isNormalized_witness r)]
    simp [Fin.sum_univ_two]
  · intro h
    -- the second site carries no two-component density
    have hz : r ^ 2 / (1 + r ^ 2) = 0 := by
      rw [← h1', h 1]; simp
    exact (pow_eq_zero_iff two_ne_zero).mp ((div_eq_zero_iff.mp hz).resolve_right hpos)
  · intro hr
    refine Fin.forall_fin_two.mpr ⟨?_, ?_⟩
    · rw [h0', hr]; simp
    · rw [h1', hr]; simp

end

end PictureChangeDensity
```

```lean
#print axioms PictureChangeDensity.expectation_siteProjector
-- 'PictureChangeDensity.expectation_siteProjector' depends on axioms: [propext, Classical.choice, Quot.sound]
#print axioms PictureChangeDensity.diracDensity_eq_normSq_iff
-- 'PictureChangeDensity.diracDensity_eq_normSq_iff' depends on axioms: [propext, Classical.choice, Quot.sound]
#print axioms PictureChangeDensity.twoSite_localized
-- 'PictureChangeDensity.twoSite_localized' depends on axioms: [propext, Classical.choice, Quot.sound]
```
